# Locating a strictly outermost planar charge from ratios of consecutive moments

Several long, parallel and uniform line charges lie in vacuum, and their electric field can be measured only outside an imagined cylinder that encloses them. In a plane perpendicular to the lines they are point charges, and the outside field is summarised by its multipole moments. Can the position of a charge be read off from these moments?

For one charge it can, provided that it is nonzero, away from the origin, and strictly farther from the origin than every other charge. The ratio of consecutive moments then converges to its position. The origin here is the centre of the multipole expansion, so moving it can change which charge is outermost.

## Charges, moments and the planar field

The plane is identified with the complex numbers. Finitely many charges $q_i$ sit at points $z_i$, labelled by a finite index type `ι`. The charges may be complex; physical line charges are the real case.

```lean
import Mathlib

open Filter Topology

namespace SourceLocalisation

noncomputable section

variable {ι : Type*} [Fintype ι]
```

The $k$-th moment is

$$M_k=\sum_i q_i z_i^k ,\qquad k=0,1,2,\dots$$

so $M_0$ is the total charge and $M_1$ the planar dipole moment, written as a complex number.

```lean
/-- The `k`-th moment `∑ q_i z_i ^ k` of charges `q_i` at points `z_i` of the complex plane. -/
def moment (q z : ι → ℂ) (k : ℕ) : ℂ := ∑ i, q i * z i ^ k
```

In Lean, `q` and `z` are functions from labels to complex numbers, and `moment q z k` is $M_k$.

For real charges, the field components at $w$ combine into $E_x-\mathrm{i}E_y$, which is a constant times

$$F(w)=\sum_i\frac{q_i}{w-z_i}.$$

```lean
/-- The complex field `∑ q_i / (w - z_i)` of planar charges, without its constant prefactor,
at a point `w` different from every `z_i`. -/
def field (q z : ι → ℂ) (w : ℂ) : ℂ := ∑ i, q i / (w - z i)
```

The name `field` thus stands for the conjugated complex field, with the prefactor $1/(2\pi\varepsilon_0)$ of SI units left out.

## Moments as coefficients of the outside field

Let $|w|>|z_i|$ for all $i$. Each charge contributes a geometric series with ratio $z_i/w$, which is smaller than one in modulus:

$$\frac{q_i}{w-z_i}=\frac{q_i}{w}\,\frac{1}{1-z_i/w}=\sum_{k=0}^{\infty}\frac{q_i z_i^k}{w^{k+1}} .$$

Adding the finitely many series term by term gives

$$F(w)=\sum_{k=0}^{\infty}\frac{M_k}{w^{k+1}} .$$

```lean
/-- At a point `w` farther from the origin than every charge, the field is the sum of the
multipole series with terms `M_k / w ^ (k + 1)`. -/
theorem hasSum_field (q z : ι → ℂ) (w : ℂ) (h : ∀ i, ‖z i‖ < ‖w‖) :
    HasSum (fun k : ℕ => moment q z k / w ^ (k + 1)) (field q z w) := by
  -- each charge contributes a geometric series
  have hterm : ∀ i, HasSum (fun k : ℕ => q i * z i ^ k / w ^ (k + 1)) (q i / (w - z i)) := by
    intro i
    have hpos : 0 < ‖w‖ := (norm_nonneg _).trans_lt (h i)
    have hw : w ≠ 0 := norm_pos_iff.mp hpos
    have hwz : w - z i ≠ 0 := by
      intro e
      have hi := h i
      rw [sub_eq_zero.mp e] at hi
      exact lt_irrefl _ hi
    have hlt : ‖z i / w‖ < 1 := by
      rw [norm_div, div_lt_one hpos]
      exact h i
    have hg := (hasSum_geometric_of_norm_lt_one hlt).mul_left (q i / w)
    have hval : q i / w * (1 - z i / w)⁻¹ = q i / (w - z i) := by
      have e : 1 - z i / w = (w - z i) / w := by field_simp
      rw [e]
      field_simp
    have hfun : (fun k : ℕ => q i / w * (z i / w) ^ k) =
        fun k : ℕ => q i * z i ^ k / w ^ (k + 1) := by
      funext k
      rw [div_pow, pow_succ]
      field_simp
    rw [← hval, ← hfun]
    exact hg
  have hs := hasSum_sum (s := Finset.univ) (fun i _ => hterm i)
  have hsum : (fun k : ℕ => moment q z k / w ^ (k + 1)) =
      fun k : ℕ => ∑ i, q i * z i ^ k / w ^ (k + 1) := by
    funext k
    unfold moment
    rw [Finset.sum_div]
  rw [hsum]
  exact hs
```

`HasSum` says that the series converges and that its sum is `field q z w`. In the proof, `hterm` is the series of a single charge: `hlt` bounds the ratio, while `hval` and `hfun` bring the sum and the terms into the required form. `hasSum_sum` then adds the series over the charges.

## The outermost charge survives the scaling

Let $a$ label a charge with $z_a\neq0$ and $|z_i|<|z_a|$ for all $i\neq a$. Physically, the smallest disc about the origin that contains all the charges has exactly one of them on its edge. Dividing the moment by $z_a^k$ gives

$$\frac{M_k}{z_a^k}=q_a+\sum_{i\neq a}q_i\left(\frac{z_i}{z_a}\right)^k\longrightarrow q_a ,$$

because each ratio in the remaining sum has modulus below one. Once the position is known, this limit also yields the charge.

```lean
/-- If the charge `a` is off the origin and strictly farther out than all others, the scaled
moments `M_k / z_a ^ k` tend to its charge `q_a`. -/
theorem tendsto_scaled_moment (q z : ι → ℂ) (a : ι) (ha : z a ≠ 0)
    (hdom : ∀ i, i ≠ a → ‖z i‖ < ‖z a‖) :
    Tendsto (fun k : ℕ => moment q z k / z a ^ k) atTop (𝓝 (q a)) := by
  classical
  -- the outermost charge survives the scaling, all others die out
  have h : ∀ i, Tendsto (fun k : ℕ => q i * (z i / z a) ^ k) atTop
      (𝓝 (if i = a then q a else 0)) := by
    intro i
    by_cases hi : i = a
    · simp [hi, div_self ha]
    · have hlt : ‖z i / z a‖ < 1 := by
        rw [norm_div, div_lt_one (norm_pos_iff.mpr ha)]
        exact hdom i hi
      have h0 := (tendsto_pow_atTop_nhds_zero_of_norm_lt_one hlt).const_mul (q i)
      rw [mul_zero] at h0
      rw [if_neg hi]
      exact h0
  have hs : Tendsto (fun k : ℕ => ∑ i, q i * (z i / z a) ^ k) atTop
      (𝓝 (∑ i, if i = a then q a else 0)) :=
    tendsto_finsetSum Finset.univ (fun i _ => h i)
  have e : (∑ i, if i = a then q a else 0) = q a := by simp
  rw [e] at hs
  refine hs.congr fun k => ?_
  unfold moment
  rw [Finset.sum_div]
  exact Finset.sum_congr rfl fun i _ => by rw [div_pow, mul_div_assoc]
```

`Tendsto … atTop (𝓝 (q a))` is the limit $k\to\infty$. The hypothesis `hdom` ranges over all labels other than `a`, including any with zero charge, so two charges at the same outermost point must first be merged into one. The proof treats each label separately in `h`: the term for `a` is constant and every other term tends to zero. `tendsto_finsetSum` adds these limits.

## The ratio converges to the position

Now let $q_a\neq0$ as well. Since $M_k/z_a^k$ has a nonzero limit, $M_k$ is nonzero for all sufficiently large $k$. For those $k$,

$$\frac{M_{k+1}}{M_k}=z_a\,\frac{M_{k+1}/z_a^{k+1}}{M_k/z_a^k}\longrightarrow z_a\,\frac{q_a}{q_a}=z_a .$$

```lean
/-- **Source localisation.** If a nonzero charge `a` is off the origin and strictly farther out
than all others, the moments are eventually nonzero and `M_(k+1) / M_k` tends to `z_a`. -/
theorem source_localisation (q z : ι → ℂ) (a : ι) (hq : q a ≠ 0) (ha : z a ≠ 0)
    (hdom : ∀ i, i ≠ a → ‖z i‖ < ‖z a‖) :
    (∀ᶠ k in atTop, moment q z k ≠ 0) ∧
      Tendsto (fun k : ℕ => moment q z (k + 1) / moment q z k) atTop (𝓝 (z a)) := by
  have h := tendsto_scaled_moment q z a ha hdom
  have hne : ∀ᶠ k in atTop, moment q z k ≠ 0 :=
    (h.eventually_ne hq).mono fun k hk h0 => hk (by simp [h0])
  refine ⟨hne, ?_⟩
  -- the quotient of consecutive scaled moments tends to one
  have h1 := h.comp (tendsto_add_atTop_nat 1)
  have h2 : Tendsto (fun k : ℕ => moment q z (k + 1) / z a ^ (k + 1) /
      (moment q z k / z a ^ k) * z a) atTop (𝓝 (z a)) := by
    have h3 := (h1.div h hq).mul_const (z a)
    rw [div_self hq, one_mul] at h3
    exact h3
  refine h2.congr' (hne.mono fun k hk => ?_)
  show moment q z (k + 1) / z a ^ (k + 1) / (moment q z k / z a ^ k) * z a =
    moment q z (k + 1) / moment q z k
  rw [pow_succ]
  field_simp
```

The theorem has two conclusions. The first, with `∀ᶠ k in atTop`, says that the moments are nonzero from some $k$ on, so the ratios in the second are genuine quotients there; Lean assigns the value zero to a division by zero. In the proof, `hne` is the nonvanishing, `h1` is the scaled limit shifted by one index, and `h2` is the limit of the right-hand side above. The final steps cancel the powers of $z_a$.

The theorem takes the moments as exactly known. Extracting them from a measured field is a separate step about which the hypotheses say nothing, and there noise limits how large a $k$ is usable.

The same sums occur in quantum mechanics. For a Hermitian matrix $H$ of finite dimension, $\langle\phi|H^k|\phi\rangle$ is a moment whose points are the distinct eigenvalues and whose charges are the weights of $\phi$ in the eigenspaces, so the ratio tends to a nonzero eigenvalue that is strictly largest in modulus, if its weight is nonzero.

## Removing a charge and bounding the error

For any complex number $c$,

$$M_{k+1}-cM_k=\sum_i q_i(z_i-c)z_i^k .$$

This is again a $k$-th moment, with the same points and with charges $q_i(z_i-c)$. A charge located at $c$ drops out.

```lean
/-- The combination `M_(k+1) - c M_k` is the `k`-th moment of the same points with each charge
multiplied by `z_i - c`. -/
theorem moment_succ_sub (q z : ι → ℂ) (c : ℂ) (k : ℕ) :
    moment q z (k + 1) - c * moment q z k = moment (fun i => q i * (z i - c)) z k := by
  unfold moment
  rw [Finset.mul_sum, ← Finset.sum_sub_distrib]
  exact Finset.sum_congr rfl fun i _ => by ring
```

The proof moves $c$ inside the sum, combines the two sums, and compares them term by term with `ring`.

Take $c=z_a$, and let all the other charges lie within a radius $r$ with $0\le r<|z_a|$. With

$$S=\sum_i|q_i|\,|z_i-z_a| ,$$

the triangle inequality gives $|M_{k+1}-z_aM_k|\le S\,r^k$. Since $|M_k|/|z_a|^k$ tends to $|q_a|>0$, it eventually exceeds half that value, so $|M_k|>\tfrac12|q_a|\,|z_a|^k$. Dividing the two estimates gives, for all sufficiently large $k$,

$$\left|\frac{M_{k+1}}{M_k}-z_a\right|=\frac{|M_{k+1}-z_aM_k|}{|M_k|}\le\frac{2S}{|q_a|}\left(\frac{r}{|z_a|}\right)^k .$$

```lean
/-- If a nonzero charge `a` lies outside a disc of radius `r` about the origin that contains all
others, the error of `M_(k+1) / M_k` as an estimate of `z_a` is eventually at most an explicit
constant times `(r / |z_a|) ^ k`. -/
theorem localisation_error (q z : ι → ℂ) (a : ι) (r : ℝ) (hq : q a ≠ 0) (hr : 0 ≤ r)
    (hra : r < ‖z a‖) (hz : ∀ i, i ≠ a → ‖z i‖ ≤ r) :
    ∀ᶠ k in atTop, moment q z k ≠ 0 ∧
      ‖moment q z (k + 1) / moment q z k - z a‖ ≤
        2 * (∑ i, ‖q i‖ * ‖z i - z a‖) / ‖q a‖ * (r / ‖z a‖) ^ k := by
  have hR : 0 < ‖z a‖ := hr.trans_lt hra
  have hQ : 0 < ‖q a‖ := norm_pos_iff.mpr hq
  have hdom : ∀ i, i ≠ a → ‖z i‖ < ‖z a‖ := fun i hi => (hz i hi).trans_lt hra
  have h := tendsto_scaled_moment q z a (norm_pos_iff.mp hR) hdom
  have hlow := h.norm.eventually (lt_mem_nhds (half_lt_self hQ))
  filter_upwards [hlow, (source_localisation q z a hq (norm_pos_iff.mp hR) hdom).1] with k hk hM
  refine ⟨hM, ?_⟩
  rw [norm_div, norm_pow, lt_div_iff₀ (pow_pos hR k)] at hk
  -- the outermost charge drops out of the numerator of the error
  have hD : ‖moment q z (k + 1) - z a * moment q z k‖ ≤
      (∑ i, ‖q i‖ * ‖z i - z a‖) * r ^ k := by
    rw [moment_succ_sub, Finset.sum_mul]
    unfold moment
    refine (norm_sum_le _ _).trans (Finset.sum_le_sum fun i _ => ?_)
    by_cases hi : i = a
    · simp [hi]
    · rw [norm_mul, norm_mul, norm_pow]
      exact mul_le_mul_of_nonneg_left (pow_le_pow_left₀ (norm_nonneg _) (hz i hi) k)
        (by positivity)
  have e : moment q z (k + 1) / moment q z k - z a =
      (moment q z (k + 1) - z a * moment q z k) / moment q z k := by
    rw [sub_div, mul_div_cancel_right₀ _ hM]
  rw [e, norm_div, div_le_iff₀ (norm_pos_iff.mpr hM)]
  have hS : 0 ≤ ∑ i, ‖q i‖ * ‖z i - z a‖ := Finset.sum_nonneg fun i _ => by positivity
  calc _ ≤ (∑ i, ‖q i‖ * ‖z i - z a‖) * r ^ k := hD
    _ = 2 * (∑ i, ‖q i‖ * ‖z i - z a‖) / ‖q a‖ * (r / ‖z a‖) ^ k *
        (‖q a‖ / 2 * ‖z a‖ ^ k) := by
      rw [div_pow]
      field_simp
    _ ≤ _ := mul_le_mul_of_nonneg_left hk.le (by positivity)
```

The hypotheses `hra` and `hz` express the gap between the outermost charge and the disc holding the others. Together they imply the strict dominance used earlier, and `hra` with `hr` gives $z_a\neq0$. The constant and the rate are explicit, but the theorem gives no value of $k$ from which the bound holds. In the proof, `hlow` supplies the lower bound on the scaled moment, `hD` is the upper bound on the numerator, and `e` writes the error as a single fraction. The closing `calc` block combines them.

## Two charges at equal distance

Strict dominance cannot be relaxed to $|z_i|\le|z_a|$, even when the points are distinct and the charges equal. Put the same charge $c\neq0$ at $w$ and at $-w$, with $w\neq0$. Here $c$ is a charge and $w$ a source position, unlike in the earlier formulas. Then

$$M_k=c\,w^k+c\,(-w)^k=\begin{cases}2c\,w^k,&k\text{ even},\\[2pt]0,&k\text{ odd}.\end{cases}$$

All moments of odd order vanish, so the moments are not eventually nonzero. The ratio $M_{k+1}/M_k$ is zero for even $k$ and undefined for odd $k$, and it finds neither charge.

```lean
/-- For two equal charges at opposite points `w` and `-w`, the moments are not eventually
nonzero. -/
theorem opposite_points_not_eventually_ne_zero (c w : ℂ) :
    ¬ ∀ᶠ k in atTop, moment ![c, c] ![w, -w] k ≠ 0 := by
  intro h
  obtain ⟨N, hN⟩ := eventually_atTop.mp h
  -- every odd moment cancels
  have hodd : (-w) ^ (2 * N + 1) = -w ^ (2 * N + 1) := Odd.neg_pow ⟨N, rfl⟩ w
  exact hN (2 * N + 1) (by omega) (by simp [moment, Fin.sum_univ_two, hodd])

end

end SourceLocalisation
```

The vectors `![c, c]` and `![w, -w]` list the two charges and their positions. The statement holds for all `c` and `w`, zero included, since the odd moments cancel in every case. The proof assumes that the moments are nonzero from some index $N$ on and contradicts this at the odd index $2N+1$.

```lean
#print axioms SourceLocalisation.hasSum_field
-- 'SourceLocalisation.hasSum_field' depends on axioms: [propext, Classical.choice, Quot.sound]
#print axioms SourceLocalisation.tendsto_scaled_moment
-- 'SourceLocalisation.tendsto_scaled_moment' depends on axioms: [propext, Classical.choice, Quot.sound]
#print axioms SourceLocalisation.localisation_error
-- 'SourceLocalisation.localisation_error' depends on axioms: [propext, Classical.choice, Quot.sound]
#print axioms SourceLocalisation.opposite_points_not_eventually_ne_zero
-- 'SourceLocalisation.opposite_points_not_eventually_ne_zero' depends on axioms: [propext, Classical.choice, Quot.sound]
```
